# In the group algebra, the average of a nonempty finite set of operations is idempotent exactly when the set is a subgroup

Let $S$ be a nonempty finite set of operations in a group $G$, and let

$$p_S=\frac1{|S|}\sum_{s\in S}s$$

be their average in the complex group algebra $\mathbb C[G]$. Then $p_S^2=p_S$ if and only if $S$ is a subgroup of $G$. The group itself may be infinite.

A simple failure occurs in the cyclic group $\{1,r,r^2\}$ of threefold rotations. Omitting $r^2$ leaves $S=\{1,r\}$, with $p_S=\tfrac12(1+r)$ and $p_S^2=\tfrac14(1+2r+r^2)$. The omitted operation reappears in the square.

For an electronic-structure code that symmetrizes by an equally weighted average over finitely many operations, represented by linear operators that multiply exactly as the operations do, a subgroup therefore gives a projection. For any other nonempty set of operations, a second pass changes some function on the group, though not necessarily the particular density at hand.

## A subgroup absorbs its own operations

Let $S$ be a subgroup and $a\in S$. The map $x\mapsto ax$ is injective and sends the finite set $S$ into itself, so it permutes $S$. Hence

$$a\sum_{s\in S}s=\sum_{s\in S}as=\sum_{s\in S}s .$$

Summing over $a\in S$ gives $\left(\sum_s s\right)^2=|S|\sum_s s$, and therefore

$$p_S^2=\frac1{|S|^2}\,|S|\sum_{s\in S}s=p_S .$$

## A missing product shows up in the second pass

For the converse, let $G$ act on functions $f:G\to\mathbb C$ by $(R(g)f)(x)=f(xg)$. This is a representation, because $(R(g)R(h)f)(x)=(R(h)f)(xg)=f(xgh)$. The averaged operator is

$$(P_Sf)(x)=\frac1{|S|}\sum_{s\in S}f(xs).$$

Suppose that $a,b\in S$ but $ab\notin S$. Let $\delta_{ab}$ be the function that equals 1 at $ab$ and 0 elsewhere. At the identity,

$$(P_S\delta_{ab})(1)=\frac1{|S|}\,\#\{s\in S: s=ab\}=0,$$

$$(P_S^2\delta_{ab})(1)=\frac1{|S|^2}\,\#\{(s,t)\in S\times S: st=ab\}\ge\frac1{|S|^2},$$

since the pair $(a,b)$ is counted. Thus $P_S^2\ne P_S$. Extending $R$ linearly to $\mathbb C[G]$ gives an algebra homomorphism that sends $p_S$ to $P_S$, so $p_S^2=p_S$ would force $P_S^2=P_S$. An idempotent average therefore requires $S$ to be closed under products.

Closure is enough to make $S$ a subgroup. As above, left multiplication by any $a\in S$ permutes $S$, so $ax=c$ has a solution $x\in S$ for every $c\in S$. Taking $c=a$ gives $x=1$, so $1\in S$. Solving $bx=1$ then gives $b^{-1}\in S$.

The same counting works for unequal positive weights. If $\sum_{s\in S}w_s s$ is idempotent with all $w_s>0$, the coefficient of $ab$ in its square is at least $w_aw_b>0$, so $S$ is again a subgroup. This weighted variant is argued here only in prose.

## Averages and shifts in Lean

Until the last theorem, which takes `G` finite, the development assumes only that `G` is a group. Finiteness enters through `S : Finset G`.

```lean
import Mathlib

open Finset

namespace IncompleteSymmetrizer

noncomputable section

variable {G : Type*} [Group G]
```

The definition covers the group algebra and its representations together. The map `F : G →* A` respects products and the identity, and `A` is any complex algebra. With `F` equal to `MonoidAlgebra.of ℂ G`, the average is $p_S$; with a representation by linear operators, it is the corresponding symmetrizer. Antilinear operations such as time reversal and representations up to a phase do not fit this type.

```lean
/-- The symmetrizer built from a nonempty finite set `S` of operations: the average of the
elements `F s` that represent them in a complex algebra. -/
def average {A : Type*} [Ring A] [Algebra ℂ A] (F : G →* A) (S : Finset G) : A :=
  (S.card : ℂ)⁻¹ • ∑ s ∈ S, F s
```

The representation $R$ is called `shift`. Its values lie in `Module.End ℂ (G → ℂ)`, the linear operators on functions on the group, whose product is composition. The last two fields verify $R(1)=1$ and $R(gh)=R(g)R(h)$.

```lean
/-- The group acting on complex functions on itself: the operation `g` turns `f` into the
function `x ↦ f (x * g)`. -/
def shift : G →* Module.End ℂ (G → ℂ) where
  toFun g :=
    { toFun := fun f x => f (x * g)
      map_add' := fun _ _ => rfl
      map_smul' := fun _ _ => rfl }
  map_one' := LinearMap.ext fun f => funext fun x => by
    change f (x * 1) = f x
    rw [mul_one]
  map_mul' g h := LinearMap.ext fun f => funext fun x => by
    change f (x * (g * h)) = f (x * g * h)
    rw [mul_assoc]
```

## Closed finite sets

The first lemma says that $aS=S$ when $S$ is closed and $a\in S$. Closure gives the inclusion $aS\subseteq S$, and injectivity gives equal sizes, which together yield equality.

```lean
/-- If a finite set of operations is closed under products, multiplying all of it from the left
by one of its members only permutes it. -/
theorem translate_eq [DecidableEq G] {S : Finset G}
    (hS : ∀ a ∈ S, ∀ b ∈ S, a * b ∈ S) {a : G} (ha : a ∈ S) :
    S.image (fun x => a * x) = S := by
  apply Finset.eq_of_subset_of_card_le
  · intro x hx
    obtain ⟨b, hb, rfl⟩ := Finset.mem_image.mp hx
    exact hS a ha b hb
  · exact (Finset.card_image_of_injective S (mul_right_injective a)).ge
```

The statement "$S$ is a subgroup" is written `∃ H : Subgroup G, (H : Set G) = S`: some subgroup has exactly the elements of $S$. In the reverse direction, `solve` provides the solution of $ax=c$ inside $S$, and the identity and inverses follow as in the derivation.

```lean
/-- A finite set of operations is a subgroup exactly when it is nonempty and closed under
products. -/
theorem subgroup_iff_closed {S : Finset G} :
    (∃ H : Subgroup G, (H : Set G) = S) ↔
      S.Nonempty ∧ ∀ a ∈ S, ∀ b ∈ S, a * b ∈ S := by
  classical
  constructor
  · rintro ⟨H, hH⟩
    have mem : ∀ x, x ∈ H ↔ x ∈ S := fun x => by
      rw [← SetLike.mem_coe, hH, Finset.mem_coe]
    exact ⟨⟨1, (mem 1).1 H.one_mem⟩, fun a ha b hb =>
      (mem _).1 (H.mul_mem ((mem a).2 ha) ((mem b).2 hb))⟩
  · rintro ⟨⟨a, ha⟩, hS⟩
    -- the equation `a * x = c` can be solved inside `S`
    have solve : ∀ a ∈ S, ∀ c ∈ S, ∃ x ∈ S, a * x = c := by
      intro a ha c hc
      rw [← translate_eq hS ha] at hc
      exact Finset.mem_image.mp hc
    have h1 : (1 : G) ∈ S := by
      obtain ⟨x, hx, h⟩ := solve a ha a ha
      have hx1 : x = 1 := mul_left_cancel (h.trans (mul_one a).symm)
      exact hx1 ▸ hx
    refine ⟨{ carrier := S
              mul_mem' := fun {a b} ha hb => hS a ha b hb
              one_mem' := h1
              inv_mem' := ?_ }, rfl⟩
    intro b hb
    obtain ⟨x, hx, h⟩ := solve b hb 1 h1
    have hbx : b⁻¹ = x := inv_eq_of_mul_eq_one_right h
    change b⁻¹ ∈ S
    rw [hbx]
    exact hx
```

## Idempotency for subgroups

This theorem holds for every `F`, so a subgroup gives an idempotent symmetrizer in every representation. The step `absorb` is the permutation argument, `sq` is $\left(\sum_s F(s)\right)^2=|S|\sum_s F(s)$, and the final line cancels one factor of $|S|$.

```lean
/-- If the operations form a subgroup, symmetrizing twice is the same as symmetrizing once,
in every representation. -/
theorem average_mul_self {A : Type*} [Ring A] [Algebra ℂ A] (F : G →* A) {S : Finset G}
    (hS : ∃ H : Subgroup G, (H : Set G) = S) :
    average F S * average F S = average F S := by
  classical
  obtain ⟨hne, hcl⟩ := subgroup_iff_closed.1 hS
  have hc : (S.card : ℂ) ≠ 0 := Nat.cast_ne_zero.2 (Finset.card_pos.2 hne).ne'
  -- each operation is absorbed by the sum
  have absorb : ∀ a ∈ S, F a * ∑ s ∈ S, F s = ∑ s ∈ S, F s := by
    intro a ha
    calc F a * ∑ s ∈ S, F s = ∑ s ∈ S, F (a * s) := by
          simp only [Finset.mul_sum, map_mul]
      _ = ∑ x ∈ S.image (fun x => a * x), F x := by
          rw [Finset.sum_image]
          intro x _ y _ h
          exact mul_left_cancel h
      _ = ∑ s ∈ S, F s := by rw [translate_eq hcl ha]
  have sq : (∑ s ∈ S, F s) * ∑ s ∈ S, F s = (S.card : ℂ) • ∑ s ∈ S, F s := by
    rw [Finset.sum_mul, Finset.sum_congr rfl absorb, Finset.sum_const,
      Nat.cast_smul_eq_nsmul]
  unfold average
  rw [smul_mul_smul_comm, sq, smul_smul, mul_assoc, inv_mul_cancel₀ hc, mul_one]
```

The converse does not hold in every representation. In the trivial one, each operation acts as the number 1, and every nonempty $S$ has average 1. A crystal offers a practical case: lattice translations act trivially on lattice-periodic functions, so for such functions the appropriate $G$ is the space group modulo its lattice translations.

## Detecting the omitted product

The next lemma is the formula for $(P_Sf)(x)$.

```lean
/-- For nonempty `S`, the symmetrized function at `x` is the mean of the values of `f` at the points
`x * s` with `s` in `S`. -/
theorem average_shift_apply (S : Finset G) (f : G → ℂ) (x : G) :
    average shift S f x = (S.card : ℂ)⁻¹ * ∑ s ∈ S, f (x * s) := by
  simp [average, shift, LinearMap.sum_apply, Finset.sum_apply]
```

In `missing_product`, the peaked function $\delta_{ab}$ is `Pi.single (a * b) 1`, and the final argument `1` evaluates at the identity. The first half finds that every term vanishes, since $s=ab$ would put $ab$ in $S$.

For the second half, the proof supposes that the value is zero and removes the two nonzero factors $|S|^{-1}$. What remains is a double sum of zeros and ones, which `h1` rewrites as a natural number. A sum of natural numbers is zero only if each term is, yet the term at $(a,b)$ is 1.

```lean
/-- Let `a` and `b` be kept in `S` while their product is omitted. The function peaked at `a * b`
then vanishes at the identity after one symmetrization, but not after two. -/
theorem missing_product [DecidableEq G] {S : Finset G} {a b : G}
    (ha : a ∈ S) (hb : b ∈ S) (hab : a * b ∉ S) :
    average shift S (Pi.single (a * b) 1) 1 = 0 ∧
      average shift S (average shift S (Pi.single (a * b) 1)) 1 ≠ 0 := by
  constructor
  · rw [average_shift_apply, Finset.sum_eq_zero, mul_zero]
    intro s hs
    rw [one_mul, Pi.single_eq_of_ne]
    intro h
    exact hab (h ▸ hs)
  · intro h
    have hc : (S.card : ℂ)⁻¹ ≠ 0 :=
      inv_ne_zero (Nat.cast_ne_zero.2 (Finset.card_pos.2 ⟨a, ha⟩).ne')
    simp only [average_shift_apply, one_mul, ← Finset.mul_sum] at h
    have h0 := (mul_eq_zero.mp ((mul_eq_zero.mp h).resolve_left hc)).resolve_left hc
    -- the double sum counts the pairs with product `a * b`, so nothing can cancel
    have h1 : ((∑ s ∈ S, ∑ t ∈ S, if s * t = a * b then 1 else 0 : ℕ) : ℂ) = 0 := by
      simpa only [Pi.single_apply, Nat.cast_sum, Nat.cast_ite, Nat.cast_one,
        Nat.cast_zero] using h0
    have h2 := Finset.sum_eq_zero_iff.mp (Nat.cast_eq_zero.mp h1) a ha
    have h3 := Finset.sum_eq_zero_iff.mp h2 b hb
    simp at h3
```

## The equivalence in the group algebra

`IsIdempotentElem` applied to an element $p$ means $p\,p=p$. The direction from subgroup to idempotency is `average_mul_self`. For the other, `φ` is the linear extension of `shift` to the group algebra, and `hφ` states that it takes $p_S$ to $P_S$. Applying `φ` to the idempotency equation and evaluating on the peaked function contradicts `missing_product`.

```lean
/-- The average of a nonempty finite set of operations, taken in the complex group algebra, is
idempotent if and only if the set is a subgroup. -/
theorem average_idempotent_iff {S : Finset G} (hne : S.Nonempty) :
    IsIdempotentElem (average (MonoidAlgebra.of ℂ G) S) ↔
      ∃ H : Subgroup G, (H : Set G) = S := by
  classical
  refine ⟨fun h => subgroup_iff_closed.2 ⟨hne, fun a ha b hb => ?_⟩,
    fun h => average_mul_self _ h⟩
  by_contra hab
  -- carry the identity over to operators on functions
  let φ : MonoidAlgebra ℂ G →ₐ[ℂ] Module.End ℂ (G → ℂ) := MonoidAlgebra.lift _ _ _ shift
  have hφ : φ (average (MonoidAlgebra.of ℂ G) S) = average shift S := by
    simp only [average, map_smul, map_sum, φ, MonoidAlgebra.lift_of]
  have h' := congrArg φ h.eq
  rw [map_mul, hφ] at h'
  have hp := missing_product ha hb hab
  have h1 := congrArg
    (fun T : Module.End ℂ (G → ℂ) => T (Pi.single (a * b) 1) 1) h'
  exact hp.2 (h1.trans hp.1)
```

The hypothesis `hne` excludes the empty set. There the sum has no terms, so the average defined in Lean is zero, which is idempotent although the empty set is no subgroup.

## Functions changed by a second pass

The operator version states the practical consequence directly. It guarantees at least one function $f$ with $P_S^2f\ne P_Sf$; others, such as constants, remain unchanged. The proof assumes that no function changes, deduces closure from `missing_product`, and so obtains the excluded subgroup.

```lean
/-- If a nonempty finite set of operations is not a subgroup, there is a function on the group
that a second symmetrization changes. -/
theorem second_symmetrization_changes {S : Finset G} (hne : S.Nonempty)
    (hS : ¬ ∃ H : Subgroup G, (H : Set G) = S) :
    ∃ f : G → ℂ, average shift S (average shift S f) ≠ average shift S f := by
  classical
  by_contra hall
  push Not at hall
  refine hS (subgroup_iff_closed.2 ⟨hne, fun a ha b hb => ?_⟩)
  by_contra hab
  have hp := missing_product ha hb hab
  exact hp.2 ((congrFun (hall _) 1).trans hp.1)
```

## Omitting fewer than half of a finite group

Now let $G$ be finite, and let $S$ omit at least one operation but fewer than half of them, so that $|G|/2<|S|<|G|$. If $p_S$ were idempotent, $S$ would be a subgroup, and Lagrange's theorem would give $|G|=k|S|$ for an integer $k$. Since $|S|<|G|$, we would have $k\ge2$ and hence $|G|\ge2|S|$, a contradiction.

In the code, `hhalf` is the condition $|G|<2|S|$, which also ensures that $S$ is nonempty. `H.card_subgroup_dvd_card` supplies Lagrange's theorem, and `hk2` is the bound $k\ge2$.

```lean
/-- If a set of operations omits at least one element of a finite group but fewer than half of them,
its average in the complex group algebra is not idempotent. -/
theorem not_idempotent_of_few_omitted [Fintype G] {S : Finset G}
    (hS : S ≠ Finset.univ) (hhalf : Fintype.card G < 2 * S.card) :
    ¬ IsIdempotentElem (average (MonoidAlgebra.of ℂ G) S) := by
  intro h
  have hne : S.Nonempty := Finset.card_pos.1 (by omega)
  obtain ⟨H, hH⟩ := (average_idempotent_iff hne).1 h
  have hcard : Nat.card (H : Set G) = S.card := by
    rw [hH]
    simp
  have hcard' : Nat.card H = S.card := hcard
  -- the order of a subgroup divides the order of the group
  obtain ⟨k, hk⟩ := H.card_subgroup_dvd_card
  rw [hcard', Nat.card_eq_fintype_card] at hk
  have hlt : S.card < Fintype.card G := by
    rw [← Finset.card_univ]
    exact Finset.card_lt_card (Finset.ssubset_univ_iff.2 hS)
  have hk2 : 2 ≤ k := by
    by_contra hlt2
    have hk1 : k ≤ 1 := by omega
    have := Nat.mul_le_mul_left S.card hk1
    linarith
  have := Nat.mul_le_mul_left S.card hk2
  linarith

end

end IncompleteSymmetrizer
```

The bound does not extend to omitting exactly half. In a group of order two, keeping only the identity gives $p_S=1$, which is idempotent.

```lean
#print axioms IncompleteSymmetrizer.average_idempotent_iff
#print axioms IncompleteSymmetrizer.second_symmetrization_changes
#print axioms IncompleteSymmetrizer.not_idempotent_of_few_omitted
```

```
'IncompleteSymmetrizer.average_idempotent_iff' depends on axioms: [propext, Classical.choice, Quot.sound]
'IncompleteSymmetrizer.second_symmetrization_changes' depends on axioms: [propext, Classical.choice, Quot.sound]
'IncompleteSymmetrizer.not_idempotent_of_few_omitted' depends on axioms: [propext, Classical.choice, Quot.sound]
```
